# A sum over a finite periodic grid of momenta is unchanged by a shift of one grid step

On a closed ring of `N` momenta, summing a real quantity over the whole ring gives the same result if every momentum is first moved by one grid step. In mathematical terms, for any function `f : ZMod N → ℝ` with `N` nonzero, the sum of `f (x + 1)` over all `x` equals the sum of `f x`. The grid is finite and periodic, and nothing else is assumed about `f`. The attempt treats the shift as a bijection of the ring onto itself, `Equiv.addRight 1`, and appeals to the invariance of a finite sum under such a relabelling.

The failing Lean file:

```lean
import Mathlib

open Finset

namespace SumShift

variable {N M : ℕ}

/-- A sum over a closed ring of `N ≥ 1` momenta is unchanged by a shift of one grid step. -/
theorem sum_shift [NeZero N] (f : ZMod N → ℝ) : ∑ x, f (x + 1) = ∑ x, f x :=
  (Equiv.addRight (1 : ZMod N)).sum_comp f

end SumShift
```

The compiler's answer:

```
Main.lean:11:41: error: Application type mismatch: The argument
  f
has type
  ZMod N → ℝ
but is expected to have type
  Finset (ZMod N)
in the application
  Equiv.Perm.sum_comp (Equiv.addRight 1) f
```

Lean accepts the file once it reads:

```diff
@@ -9,5 +9,5 @@
 /-- A sum over a closed ring of `N ≥ 1` momenta is unchanged by a shift of one grid step. -/
 theorem sum_shift [NeZero N] (f : ZMod N → ℝ) : ∑ x, f (x + 1) = ∑ x, f x :=
-  (Equiv.addRight (1 : ZMod N)).sum_comp f
+  Equiv.sum_comp (Equiv.addRight (1 : ZMod N)) f
 
 end SumShift
```

The message says that `f` was supplied where a `Finset (ZMod N)` was expected, and it shows the lemma Lean had chosen: `Equiv.Perm.sum_comp`. The choice comes from the dot notation. `Equiv.addRight 1` is a bijection from `ZMod N` to itself, and its type is given as `Equiv.Perm (ZMod N)`, so `.sum_comp` is looked up first in the namespace `Equiv.Perm`. The lemma found there concerns a sum over a specified finite set, and takes that set as its next explicit argument, before the function. Hence `f` lands in the wrong place.

The repair writes `Equiv.sum_comp` in full and passes the bijection as an ordinary argument. This lemma concerns sums over a whole finite type and takes just the bijection and the function, as the proof intended. A permutation is an equivalence of a type with itself, so `Equiv.addRight 1` is accepted, and the result matches the stated equality. The mathematical argument is unchanged.
